# At its perpendicular edge, a Lorentzian-broadened axial powder pattern diverges as the inverse square root of the linewidth

A static powder with an axially symmetric shift tensor has a spectrum with a horn at the perpendicular edge. With infinitely sharp lines the density is unbounded there. To obtain a finite height, each line is given here a normalised Lorentzian shape, with the same half-width \(g\) for every orientation. The height is then read at the ideal edge frequency, which need not be where the broadened curve has its maximum.

```lean
import Mathlib

open Real Filter Topology

namespace PowderHornBroadening

noncomputable section
```

## Pattern and edge

At offset \(x\) from its centre, each line has intensity

\[ L_g(x)=\frac{g}{\pi(g^2+x^2)},\qquad g>0 . \]

Here \(g\) is the half-width at half-maximum, so the full width is \(2g\).

```lean
/-- The normalised Lorentzian line of half-width `g` at offset `x`, for `g > 0`. -/
def lorentzian (g x : ℝ) : ℝ := g / (π * (g ^ 2 + x ^ 2))
```

Let \(u\) be the cosine of the angle between the tensor's symmetry axis and the magnetic field. Measured from the isotropic position, the frequency is \(\delta(3u^2-1)/2\). The parallel edge \(u=1\) lies at \(\delta\) and the perpendicular edge \(u=0\) at \(-\delta/2\). The letter \(\delta\) is thus the reduced anisotropy; the distance between the edges is \(3|\delta|/2\).

```lean
/-- The axial resonance frequency at orientation cosine `u`, with anisotropy `δ`. -/
def axialFrequency (δ u : ℝ) : ℝ := δ * (3 * u ^ 2 - 1) / 2
```

In an isotropic powder \(u\) is uniform on \([0,1]\), once \(u\) and \(-u\) are identified. The pattern at frequency \(\nu\) is therefore

\[ I(\nu)=\int_0^1 L_g\!\left(\nu-\tfrac{\delta}{2}(3u^2-1)\right)du . \]

```lean
/-- The powder pattern at frequency `ν`: the average over orientations of Lorentzian lines
of half-width `g > 0`. -/
def broadenedPattern (δ g ν : ℝ) : ℝ :=
  ∫ u in (0 : ℝ)..1, lorentzian g (ν - axialFrequency δ u)
```

All quantities are real numbers, with \(\delta\), \(g\) and \(\nu\) in one common frequency unit. That a measured spectrum, scaled to unit area, equals this average is an assumption: among other things, it supposes random orientations, uniform excitation and Lorentzian lines whose width is independent of orientation.

For an offset \(au^2\) the average becomes

\[ H(a,g)=\int_0^1\frac{g}{\pi(g^2+a^2u^4)}\,du , \]

which is `edgeHeight a g`.

```lean
/-- The orientational average of a Lorentzian of half-width `g > 0` whose offset is `a u²`. -/
def edgeHeight (a g : ℝ) : ℝ := ∫ u in (0 : ℝ)..1, lorentzian g (a * u ^ 2)
```

The integral will be reduced to that of \(1/(1+t^4)\), for which a candidate primitive is

\[ F(t)=\frac{1}{4\sqrt2}\ln\frac{t^2+\sqrt2\,t+1}{t^2-\sqrt2\,t+1}+\frac{\arctan(\sqrt2\,t+1)+\arctan(\sqrt2\,t-1)}{2\sqrt2}. \]

```lean
/-- An explicit combination of logarithms and arctangents, used to integrate `1 / (1 + t⁴)`. -/
def quarticPrimitive (t : ℝ) : ℝ :=
  (Real.log (t ^ 2 + √2 * t + 1) - Real.log (t ^ 2 - √2 * t + 1)) / (4 * √2)
    + (Real.arctan (√2 * t + 1) + Real.arctan (√2 * t - 1)) / (2 * √2)
```

At \(\nu=-\delta/2\) the offset is

\[ -\frac{\delta}{2}-\frac{\delta(3u^2-1)}{2}=-\frac{3\delta}{2}u^2 . \]

The Lorentzian is even, so \(I(-\delta/2)=H(3\delta/2,g)\).

```lean
/-- At the perpendicular edge `-δ/2` the broadened pattern is the edge height with
`a = 3δ/2`. -/
theorem broadenedPattern_at_edge (δ g : ℝ) :
    broadenedPattern δ g (-δ / 2) = edgeHeight (3 * δ / 2) g := by
  unfold broadenedPattern edgeHeight
  refine intervalIntegral.integral_congr (fun u _ => ?_)
  have h : -δ / 2 - δ * (3 * u ^ 2 - 1) / 2 = -(3 * δ / 2 * u ^ 2) := by ring
  simp only [lorentzian, axialFrequency]
  rw [h, neg_sq]
```

The proof compares the integrands point by point: `ring` finds the offset and `neg_sq` removes its sign.

## Integrating \(1/(1+t^4)\)

Write \(p=t^2+\sqrt2\,t+1\) and \(q=t^2-\sqrt2\,t+1\). Completing the square gives \((t\pm\sqrt2/2)^2+\tfrac12\), so both are positive and their logarithms are differentiable.

```lean
/-- Both quadratic factors of `1 + t⁴` are positive. -/
theorem quadratic_factors_pos (t : ℝ) :
    0 < t ^ 2 + √2 * t + 1 ∧ 0 < t ^ 2 - √2 * t + 1 := by
  have hs : √2 ^ 2 = (2 : ℝ) := Real.sq_sqrt (by norm_num)
  constructor
  · nlinarith [sq_nonneg (t + √2 / 2)]
  · nlinarith [sq_nonneg (t - √2 / 2)]
```

Since \(pq=1+t^4\), \(1+(\sqrt2\,t+1)^2=2p\) and \(1+(\sqrt2\,t-1)^2=2q\),

\[ F'(t)=\frac{1}{4\sqrt2}\left(\frac{2t+\sqrt2}{p}-\frac{2t-\sqrt2}{q}\right)+\frac14\left(\frac1p+\frac1q\right). \]

Over the common denominator \(pq\), the first term has numerator \((1-t^2)/2\) and the second \((1+t^2)/2\). They add to 1, so \(F'(t)=1/(1+t^4)\).

```lean
/-- The derivative of `quarticPrimitive` is `1 / (1 + t⁴)`. -/
theorem hasDerivAt_quarticPrimitive (t : ℝ) :
    HasDerivAt quarticPrimitive (1 / (1 + t ^ 4)) t := by
  have hs : √2 ^ 2 = (2 : ℝ) := Real.sq_sqrt (by norm_num)
  have hs0 : √2 ≠ (0 : ℝ) := by positivity
  obtain ⟨hp, hq⟩ := quadratic_factors_pos t
  have hsq : HasDerivAt (fun x : ℝ => x ^ 2) (2 * t) t := by
    simpa using hasDerivAt_pow 2 t
  have hl : HasDerivAt (fun x : ℝ => √2 * x) (√2) t := by
    simpa using (hasDerivAt_id' t).const_mul (√2)
  have hP := ((hsq.fun_add hl).add_const 1).log hp.ne'
  have hQ := ((hsq.fun_sub hl).add_const 1).log hq.ne'
  have hA := (hl.add_const 1).arctan
  have hB := (hl.sub_const 1).arctan
  have h := ((hP.fun_sub hQ).div_const (4 * √2)).fun_add
    ((hA.fun_add hB).div_const (2 * √2))
  refine HasDerivAt.congr_deriv h ?_
  -- partial fractions, with the two quadratic factors kept as symbols
  have key : ∀ p q s : ℝ, p ≠ 0 → q ≠ 0 → s ≠ 0 → p = t ^ 2 + s * t + 1 →
      q = t ^ 2 - s * t + 1 →
      ((2 * t + s) / p - (2 * t - s) / q) / (4 * s)
        + (1 / (2 * p) * s + 1 / (2 * q) * s) / (2 * s) = 1 / (p * q) := by
    intro p q s h1 h2 h3 h4 h5
    field_simp
    rw [h4, h5]
    ring
  have e1 : 1 + (√2 * t + 1) ^ 2 = 2 * (t ^ 2 + √2 * t + 1) := by
    linear_combination t ^ 2 * hs
  have e2 : 1 + (√2 * t - 1) ^ 2 = 2 * (t ^ 2 - √2 * t + 1) := by
    linear_combination t ^ 2 * hs
  have e3 : 1 + t ^ 4 = (t ^ 2 + √2 * t + 1) * (t ^ 2 - √2 * t + 1) := by
    linear_combination t ^ 2 * hs
  rw [e1, e2, e3]
  exact key _ _ _ hp.ne' hq.ne' hs0 rfl rfl
```

The chain rule supplies the raw derivative. The identities `e1`, `e2` and `e3` are the three factorisations above, and `key` is the addition of fractions.

For \(t>0\), taking \(t^2\) out of both \(p\) and \(q\) shows that the logarithmic part has the same value at \(t\) and \(1/t\). As \(t\to\infty\) it therefore tends to its value at 0, which is 0. Each arctangent tends to \(\pi/2\), and

\[ \lim_{t\to\infty}F(t)=\frac{\pi}{2\sqrt2}. \]

```lean
/-- At infinity `quarticPrimitive` tends to `π / (2√2)`. -/
theorem tendsto_quarticPrimitive :
    Tendsto quarticPrimitive atTop (𝓝 (π / (2 * √2))) := by
  have hlog : Tendsto (fun t : ℝ => Real.log (t ^ 2 + √2 * t + 1)
      - Real.log (t ^ 2 - √2 * t + 1)) atTop (𝓝 0) := by
    have hc : ContinuousAt (fun x : ℝ => Real.log (x ^ 2 + √2 * x + 1)
        - Real.log (x ^ 2 - √2 * x + 1)) 0 := by
      have c1 : Continuous fun x : ℝ => Real.log (x ^ 2 + √2 * x + 1) :=
        Continuous.log (by fun_prop) fun x => (quadratic_factors_pos x).1.ne'
      have c2 : Continuous fun x : ℝ => Real.log (x ^ 2 - √2 * x + 1) :=
        Continuous.log (by fun_prop) fun x => (quadratic_factors_pos x).2.ne'
      exact (c1.sub c2).continuousAt
    have h := hc.tendsto.comp tendsto_inv_atTop_zero
    have e : Real.log ((0 : ℝ) ^ 2 + √2 * 0 + 1) - Real.log ((0 : ℝ) ^ 2 - √2 * 0 + 1) = 0 := by
      simp
    rw [e] at h
    -- the logarithmic part is unchanged under t ↦ 1/t
    refine h.congr' ((eventually_gt_atTop 0).mono fun t ht => ?_)
    obtain ⟨hp, hq⟩ := quadratic_factors_pos t⁻¹
    have e1 : t ^ 2 + √2 * t + 1 = t ^ 2 * (t⁻¹ ^ 2 + √2 * t⁻¹ + 1) := by
      have hi : t * t⁻¹ = 1 := mul_inv_cancel₀ ht.ne'
      linear_combination (-(t * t⁻¹) - 1 - √2 * t) * hi
    have e2 : t ^ 2 - √2 * t + 1 = t ^ 2 * (t⁻¹ ^ 2 - √2 * t⁻¹ + 1) := by
      have hi : t * t⁻¹ = 1 := mul_inv_cancel₀ ht.ne'
      linear_combination (-(t * t⁻¹) - 1 + √2 * t) * hi
    have ht2 : t ^ 2 ≠ 0 := by positivity
    simp only [Function.comp_apply]
    rw [e1, e2, Real.log_mul ht2 hp.ne', Real.log_mul ht2 hq.ne']
    ring
  have hl : Tendsto (fun t : ℝ => √2 * t) atTop atTop :=
    tendsto_id.const_mul_atTop (by positivity)
  have hat := Real.tendsto_arctan_atTop.mono_right nhdsWithin_le_nhds
  have h1 := hat.comp (tendsto_atTop_add_const_right _ (1 : ℝ) hl)
  have h2 := hat.comp (tendsto_atTop_add_const_right _ (-1 : ℝ) hl)
  have h := (hlog.div_const (4 * √2)).add ((h1.add h2).div_const (2 * √2))
  rw [zero_div, zero_add, add_halves] at h
  refine h.congr fun t => ?_
  simp only [quarticPrimitive, Function.comp_apply, sub_eq_add_neg]
```

Here `hlog` carries out the inversion argument, and `h1` and `h2` give the arctangent limits.

Because \(F'>0\), \(F\) never exceeds its limit. For \(t>0\),

\[ \frac{d}{dt}\left(F(t)+\frac{1}{3t^3}\right)=\frac{1}{1+t^4}-\frac{1}{t^4}\le0 . \]

Hence, for \(S\ge T>0\), \(F(S)\le F(S)+1/(3S^3)\le F(T)+1/(3T^3)\). Letting \(S\to\infty\) gives

\[ \frac{\pi}{2\sqrt2}-\frac{1}{3T^3}\le F(T)\le\frac{\pi}{2\sqrt2}. \]

```lean
/-- For `T > 0`, `quarticPrimitive T` lies below its limit by at most `1 / (3T³)`. -/
theorem quarticPrimitive_bounds {T : ℝ} (hT : 0 < T) :
    π / (2 * √2) - 1 / (3 * T ^ 3) ≤ quarticPrimitive T ∧
      quarticPrimitive T ≤ π / (2 * √2) := by
  have hd := hasDerivAt_quarticPrimitive
  have hG : ∀ t ∈ Set.Ici T, HasDerivAt (fun x => quarticPrimitive x + 1 / (3 * x ^ 3))
      (1 / (1 + t ^ 4) + -(1 / t ^ 4)) t := by
    intro t ht
    have ht0 : 0 < t := lt_of_lt_of_le hT ht
    have hc : HasDerivAt (fun x : ℝ => x ^ 3) (3 * t ^ 2) t := by
      simpa using hasDerivAt_pow 3 t
    refine (hd t).fun_add (((hasDerivAt_const t (1 : ℝ)).fun_div (hc.const_mul 3)
      (by positivity)).congr_deriv ?_)
    rw [← neg_div, div_eq_div_iff (by positivity) (by positivity)]
    ring
  -- adding the tail estimate turns the increasing primitive into a decreasing function
  have hanti : AntitoneOn (fun x => quarticPrimitive x + 1 / (3 * x ^ 3)) (Set.Ici T) := by
    refine antitoneOn_of_deriv_nonpos (convex_Ici T)
      (fun t ht => (hG t ht).continuousAt.continuousWithinAt)
      (fun t ht => (hG t (interior_subset ht)).differentiableAt.differentiableWithinAt)
      (fun t ht => ?_)
    have ht0 : 0 < t := lt_of_lt_of_le hT (interior_subset ht)
    rw [(hG t (interior_subset ht)).deriv]
    have : 1 / (1 + t ^ 4) ≤ 1 / t ^ 4 :=
      one_div_le_one_div_of_le (by positivity) (by linarith)
    linarith
  constructor
  · have h : π / (2 * √2) ≤ quarticPrimitive T + 1 / (3 * T ^ 3) := by
      refine le_of_tendsto tendsto_quarticPrimitive
        ((eventually_ge_atTop T).mono fun S hS => ?_)
      have h1 : quarticPrimitive S + 1 / (3 * S ^ 3) ≤ quarticPrimitive T + 1 / (3 * T ^ 3) :=
        hanti (Set.mem_Ici.2 le_rfl) (Set.mem_Ici.2 hS) hS
      have hS0 : 0 < S := lt_of_lt_of_le hT hS
      have h2 : 0 < 1 / (3 * S ^ 3) := by positivity
      linarith
    linarith
  · have hm : Monotone quarticPrimitive :=
      monotone_of_deriv_nonneg (fun t => (hd t).differentiableAt)
        (fun t => by rw [(hd t).deriv]; positivity)
    exact hm.ge_of_tendsto tendsto_quarticPrimitive T
```

The decreasing function is `hanti`, and the increasing one is `hm`.

## From the primitive to the height

For \(a,g>0\) put \(k=\sqrt{a/g}\). Then \(g^2+a^2u^4=g^2(1+(ku)^4)\), and the substitution \(t=ku\) gives

\[ H(a,g)=\frac{1}{\pi g}\int_0^1\frac{du}{1+(ku)^4}=\frac{F(k)}{\pi gk}, \]

because \(F(0)=0\).

```lean
/-- Closed form of the edge height for `a, g > 0`, in terms of `√(a/g)`. -/
theorem edgeHeight_eq {a g : ℝ} (ha : 0 < a) (hg : 0 < g) :
    edgeHeight a g = quarticPrimitive √(a / g) / (π * g * √(a / g)) := by
  have hk : 0 < √(a / g) := Real.sqrt_pos.2 (div_pos ha hg)
  have hk2 : √(a / g) ^ 2 = a / g := Real.sq_sqrt (div_pos ha hg).le
  generalize √(a / g) = k at hk hk2 ⊢
  have hak : a = g * k ^ 2 := by rw [hk2]; field_simp
  have hcont : Continuous fun u : ℝ => lorentzian g (a * u ^ 2) := by
    unfold lorentzian
    refine Continuous.div (by fun_prop) (by fun_prop) fun u => ?_
    positivity
  have hder : ∀ u ∈ Set.uIcc (0 : ℝ) 1,
      HasDerivAt (fun x => quarticPrimitive (k * x) / (π * g * k))
        (lorentzian g (a * u ^ 2)) u := by
    intro u _
    have hl : HasDerivAt (fun x : ℝ => k * x) k u := by
      simpa using (hasDerivAt_id' u).const_mul k
    refine HasDerivAt.congr_deriv
      (((hasDerivAt_quarticPrimitive (k * u)).comp u hl).div_const (π * g * k)) ?_
    have e : g ^ 2 + (a * u ^ 2) ^ 2 = g ^ 2 * (1 + (k * u) ^ 4) := by rw [hak]; ring
    have hD : 1 + (k * u) ^ 4 ≠ 0 := by positivity
    rw [lorentzian, e]
    generalize 1 + (k * u) ^ 4 = D at hD ⊢
    field_simp
  have h0 : quarticPrimitive 0 = 0 := by simp [quarticPrimitive]
  rw [edgeHeight, intervalIntegral.integral_eq_sub_of_hasDerivAt hder
    (hcont.intervalIntegrable 0 1), mul_one, mul_zero, h0, zero_div, sub_zero]
```

Lean differentiates \(F(ku)/(\pi gk)\) in `hder` and applies the fundamental theorem of calculus, which replaces the substitution.

Now insert the bounds on \(F(k)\). Since \(gk=\sqrt{ag}\) and \(gk^4=a^2/g\),

\[ \frac{\pi/(2\sqrt2)}{\pi gk}=\frac{1}{2\sqrt{2ag}},\qquad \frac{1/(3k^3)}{\pi gk}=\frac{g}{3\pi a^2}. \]

Therefore

\[ \frac{1}{2\sqrt{2ag}}-\frac{g}{3\pi a^2}\le H(a,g)\le\frac{1}{2\sqrt{2ag}} . \]

```lean
/-- For `a, g > 0` the edge height lies below `1 / (2√(2ag))` by at most `g / (3πa²)`. -/
theorem edgeHeight_bounds {a g : ℝ} (ha : 0 < a) (hg : 0 < g) :
    1 / (2 * √(2 * a * g)) - g / (3 * π * a ^ 2) ≤ edgeHeight a g ∧
      edgeHeight a g ≤ 1 / (2 * √(2 * a * g)) := by
  rw [edgeHeight_eq ha hg]
  have hk : 0 < √(a / g) := Real.sqrt_pos.2 (div_pos ha hg)
  have hk2 : √(a / g) ^ 2 = a / g := Real.sq_sqrt (div_pos ha hg).le
  generalize √(a / g) = k at hk hk2 ⊢
  have hak : a = g * k ^ 2 := by rw [hk2]; field_simp
  obtain ⟨h1, h2⟩ := quarticPrimitive_bounds hk
  have hroot : √(2 * a * g) = √2 * (g * k) := by
    rw [hak, show 2 * (g * k ^ 2) * g = 2 * (g * k) ^ 2 by ring,
      Real.sqrt_mul (by norm_num), Real.sqrt_sq (by positivity)]
  have e1 : 1 / (2 * (√2 * (g * k))) = π / (2 * √2) / (π * g * k) := by field_simp
  have e2 : g / (3 * π * a ^ 2) = 1 / (3 * k ^ 3) / (π * g * k) := by
    rw [hak]
    field_simp
  have hc : 0 ≤ π * g * k := by positivity
  rw [hroot, e1, e2, ← sub_div]
  exact ⟨div_le_div_of_nonneg_right h1 hc, div_le_div_of_nonneg_right h2 hc⟩
```

The theorem takes `0 < a` and `0 < g` as its only hypotheses. The bounds are close together when \(g\ll a\); when \(g\) is several times \(a\), the lower one is negative and carries no information. In the proof, `e1` and `e2` are the two displayed conversions.

Setting \(a=3\delta/2\) gives, for \(\delta,g>0\),

\[ \frac{1}{2\sqrt{3\delta g}}-\frac{4g}{27\pi\delta^2}\le I(-\delta/2)\le\frac{1}{2\sqrt{3\delta g}} . \]

```lean
/-- For anisotropy `δ > 0` and half-width `g > 0`, the broadened powder pattern at its
perpendicular edge lies below `1 / (2√(3δg))` by at most `4g / (27πδ²)`. -/
theorem broadenedPattern_edge_bounds {δ g : ℝ} (hδ : 0 < δ) (hg : 0 < g) :
    1 / (2 * √(3 * δ * g)) - 4 * g / (27 * π * δ ^ 2) ≤ broadenedPattern δ g (-δ / 2) ∧
      broadenedPattern δ g (-δ / 2) ≤ 1 / (2 * √(3 * δ * g)) := by
  have h := edgeHeight_bounds (a := 3 * δ / 2) (by positivity) hg
  have e1 : 2 * (3 * δ / 2) * g = 3 * δ * g := by ring
  have e2 : g / (3 * π * (3 * δ / 2) ^ 2) = 4 * g / (27 * π * δ ^ 2) := by
    rw [div_eq_div_iff (by positivity) (by positivity)]
    ring
  rw [e1, e2] at h
  rw [broadenedPattern_at_edge]
  exact h
```

The theorem is stated for \(\delta>0\). For \(\delta<0\) the same bounds hold with \(|\delta|\) in place of \(\delta\) on both sides, the height still being read at \(\nu=-\delta/2\), because \(H(a,g)\) depends on \(a\) only through \(a^2\).

Take \(\delta=3\) kHz and \(g=0.04\) kHz. Then \(\sqrt{3\delta g}=\sqrt{0.36}=0.6\) kHz, and the upper bound is \(1/1.2\approx0.8333\) kHz⁻¹. The correction is \(0.16/(243\pi)\approx0.0002\) kHz⁻¹, so the height is fixed to about three digits. With \(g=0.01\) kHz the root is 0.3 kHz and the upper bound \(1.6667\) kHz⁻¹, with a correction of about \(0.00005\) kHz⁻¹. A quarter of the linewidth gives very nearly twice the height.

## The limit of narrow lines

Multiplying the bounds on \(H\) by \(\sqrt g\) gives

\[ \frac{1}{2\sqrt{2a}}-\frac{g^{3/2}}{3\pi a^2}\le\sqrt g\,H(a,g)\le\frac{1}{2\sqrt{2a}} . \]

Both sides have the same limit as \(g\to0^+\) at fixed \(a>0\), so

\[ \sqrt g\,H(a,g)\to\frac{1}{2\sqrt{2a}} . \]

```lean
/-- For fixed `a > 0`, the edge height times `√g` tends to `1 / (2√(2a))` as the half-width
`g` tends to zero from above. -/
theorem tendsto_sqrt_mul_edgeHeight {a : ℝ} (ha : 0 < a) :
    Tendsto (fun g => √g * edgeHeight a g) (𝓝[>] 0) (𝓝 (1 / (2 * √(2 * a)))) := by
  have hlow : Tendsto (fun g : ℝ => 1 / (2 * √(2 * a)) - √g * (g / (3 * π * a ^ 2)))
      (𝓝[>] 0) (𝓝 (1 / (2 * √(2 * a)))) := by
    have hc : Continuous fun g : ℝ =>
        1 / (2 * √(2 * a)) - √g * (g / (3 * π * a ^ 2)) := by fun_prop
    have h := (hc.tendsto 0).mono_left (nhdsWithin_le_nhds (s := Set.Ioi 0))
    rw [zero_div, mul_zero, sub_zero] at h
    exact h
  have key : ∀ g : ℝ, 0 < g → √g * (1 / (2 * √(2 * a * g))) = 1 / (2 * √(2 * a)) := by
    intro g hg
    have h1 : √g ≠ 0 := (Real.sqrt_pos.2 hg).ne'
    have h2 : √(2 * a) ≠ 0 := (Real.sqrt_pos.2 (by positivity)).ne'
    rw [Real.sqrt_mul (by positivity) g]
    generalize √g = r at h1 ⊢
    generalize √(2 * a) = s at h2 ⊢
    field_simp
  -- squeeze between the two bounds of `edgeHeight_bounds`
  refine tendsto_of_tendsto_of_tendsto_of_le_of_le' hlow tendsto_const_nhds ?_ ?_
  · filter_upwards [self_mem_nhdsWithin] with g hg
    have h := mul_le_mul_of_nonneg_left (edgeHeight_bounds ha hg).1 (Real.sqrt_nonneg g)
    rwa [mul_sub, key g hg] at h
  · filter_upwards [self_mem_nhdsWithin] with g hg
    have h := mul_le_mul_of_nonneg_left (edgeHeight_bounds ha hg).2 (Real.sqrt_nonneg g)
    rwa [key g hg] at h

end

end PowderHornBroadening
```

The notation `𝓝[>] 0` means that \(g\) approaches zero through positive values. The limit `hlow` handles the lower bound, `key` cancels \(\sqrt g\), and the last step is the squeeze.

Since the limiting constant is positive, \(H\) itself grows without bound as the lines narrow. In simulations of static axial patterns with uniform Lorentzian broadening, the intensity at the perpendicular edge therefore reflects the chosen linewidth as well as the tensor, and two such intensities can differ through their linewidths alone.

```lean
#print axioms PowderHornBroadening.broadenedPattern_edge_bounds
#print axioms PowderHornBroadening.tendsto_sqrt_mul_edgeHeight
```

```
'PowderHornBroadening.broadenedPattern_edge_bounds' depends on axioms: [propext, Classical.choice, Quot.sound]
'PowderHornBroadening.tendsto_sqrt_mul_edgeHeight' depends on axioms: [propext, Classical.choice, Quot.sound]
```
